# The Varma–Yafet singlet in a flat band: a unique binding energy, exponentially bounded at weak hybridisation

An impurity level at energy $e$ below the Fermi level holds one electron, and strong repulsion keeps a second one out. Hybridisation lets the electron leave and return with another flavour (spin or orbital state), which can bind impurity and band into a singlet. How far below $e$ does that singlet lie?

Take the Fermi level as zero and a flat band filled on $[-D,0]$, with density of states $\rho$ per flavour and hybridisation $V$. When the repulsion $U$ between two electrons on the impurity is infinite, the Varma–Yafet ansatz keeps the filled sea with an empty impurity, and the singlet states in which one electron has moved from band energy $\varepsilon$ to the impurity. Further particle-hole pairs are left out.

```lean
import Mathlib

namespace VarmaYafetSinglet

noncomputable section
```

With $N$ flavours and $\Gamma=\pi\rho V^2$, the flavour sum enhances the squared matrix element to $N\rho V^2$, so the coupling is $g=N\Gamma/\pi$, an energy.

```lean
/-- The coupling `g = N Γ / π` of an impurity level with `N` flavours and hybridisation width `Γ`. -/
def coupling (N : ℕ) (Γ : ℝ) : ℝ := N * Γ / Real.pi
```

## Two coupled amplitudes

Let $a$ be the amplitude of the filled sea, whose energy is zero, and $b(\varepsilon)$ that of the energy-normalised state with a hole at $\varepsilon$, whose energy is $e-\varepsilon$. The Schrödinger equations at energy $E$ are

$$E\,a=\sqrt g\int_{-D}^{0}b(\varepsilon)\,d\varepsilon,\qquad E\,b(\varepsilon)=\sqrt g\,a+(e-\varepsilon)\,b(\varepsilon).$$

`IsSingletEnergy g D e E` says that real amplitudes with $a\neq0$ solve them. These equations are the starting point of the formalisation; their derivation from the Anderson Hamiltonian is not part of it.

```lean
/-- `E` is the energy of a singlet with amplitude `a ≠ 0` on the filled Fermi sea and amplitude
`b ε` on the state where an electron of band energy `ε` has moved to the impurity level `e`.
The flat band is filled on `[-D, 0]`, and double occupation of the impurity is excluded. -/
def IsSingletEnergy (g D e E : ℝ) : Prop :=
  ∃ (a : ℝ) (b : ℝ → ℝ), a ≠ 0 ∧
    E * a = Real.sqrt g * (∫ ε in (-D)..0, b ε) ∧
    ∀ ε ∈ Set.Icc (-D) 0, E * b ε = Real.sqrt g * a + (e - ε) * b ε
```

## Eliminating the hole states

Write $E=e-\delta$ with $\delta>0$. The energy denominators $\delta-\varepsilon$ are then positive throughout the filled band, and $-\ln(\delta-\varepsilon)$ is an antiderivative of their inverse:

$$\int_{-D}^{0}\frac{d\varepsilon}{\delta-\varepsilon}=\ln\frac{D+\delta}{\delta}.$$

Lean checks the derivative and applies the fundamental theorem of calculus.

```lean
/-- The integral of the inverse energy denominators `1 / (δ - ε)` over the filled flat band is `ln
((D + δ) / δ)`. -/
theorem band_integral {D δ : ℝ} (hD : 0 < D) (hδ : 0 < δ) :
    (∫ ε in (-D)..0, 1 / (δ - ε)) = Real.log ((D + δ) / δ) := by
  have hpos : ∀ x ∈ Set.uIcc (-D) 0, 0 < δ - x := by
    intro x hx
    rw [Set.uIcc_of_le (by linarith)] at hx
    linarith [hx.2]
  have hderiv : ∀ x ∈ Set.uIcc (-D) 0,
      HasDerivAt (fun y => -Real.log (δ - y)) (1 / (δ - x)) x := by
    intro x hx
    have h := (((hasDerivAt_id' x).const_sub δ).log (hpos x hx).ne').fun_neg
    exact h.congr_deriv (by ring)
  rw [intervalIntegral.integral_eq_sub_of_hasDerivAt hderiv
    (ContinuousOn.intervalIntegrable (ContinuousOn.div continuousOn_const (by fun_prop)
      (fun x hx => (hpos x hx).ne')))]
  have e1 : δ - -D = D + δ := by ring
  rw [Real.log_div (by positivity) hδ.ne', e1, sub_zero]
  ring
```

The second Schrödinger equation gives $b(\varepsilon)=-\sqrt g\,a/(\delta-\varepsilon)$. Inserting this in the first and dividing by $a$ yields the binding equation

$$e-\delta=g\ln\frac{\delta}{D+\delta}.$$

Conversely, a solution $\delta$ gives amplitudes with $a=1$. The two directions of the proof follow these two calculations, with `linear_combination` doing the algebra.

```lean
/-- For `δ > 0`, the energy `e - δ` is a singlet energy exactly when `δ` solves the binding equation
`e - δ = g ln (δ / (D + δ))`. -/
theorem isSingletEnergy_iff {g D δ : ℝ} (hg : 0 < g) (hD : 0 < D) (hδ : 0 < δ) (e : ℝ) :
    IsSingletEnergy g D e (e - δ) ↔ e - δ = g * Real.log (δ / (D + δ)) := by
  have hs : Real.sqrt g * Real.sqrt g = g := Real.mul_self_sqrt hg.le
  have hlog : Real.log (δ / (D + δ)) = -Real.log ((D + δ) / δ) := by
    rw [← Real.log_inv, inv_div]
  rw [hlog]
  constructor
  · rintro ⟨a, b, ha, h1, h2⟩
    -- eliminate the amplitudes of the states with an occupied impurity
    have hb : ∀ ε ∈ Set.Icc (-D) 0, b ε = -(Real.sqrt g * a) * (1 / (δ - ε)) := by
      intro ε hε
      have hne : δ - ε ≠ 0 := by linarith [hε.2] |> fun (h : 0 < δ - ε) => h.ne'
      rw [mul_one_div, eq_div_iff hne]
      linear_combination -(h2 ε hε)
    have hint : (∫ ε in (-D)..0, b ε)
        = -(Real.sqrt g * a) * Real.log ((D + δ) / δ) := by
      rw [← band_integral hD hδ, ← intervalIntegral.integral_const_mul]
      apply intervalIntegral.integral_congr
      intro ε hε
      rw [Set.uIcc_of_le (by linarith)] at hε
      exact hb ε hε
    rw [hint] at h1
    apply mul_right_cancel₀ ha
    linear_combination h1 - a * Real.log ((D + δ) / δ) * hs
  · intro h
    refine ⟨1, fun ε => -Real.sqrt g * (1 / (δ - ε)), one_ne_zero, ?_, ?_⟩
    · rw [intervalIntegral.integral_const_mul, band_integral hD hδ]
      linear_combination h + Real.log ((D + δ) / δ) * hs
    · intro ε hε
      have hp : 0 < δ - ε := by linarith [hε.2]
      have hi : (δ - ε) * (1 / (δ - ε)) = 1 := mul_one_div_cancel hp.ne'
      show (e - δ) * (-Real.sqrt g * (1 / (δ - ε)))
        = Real.sqrt g * 1 + (e - ε) * (-Real.sqrt g * (1 / (δ - ε)))
      linear_combination Real.sqrt g * hi
```

## One solution for every level

Define $F(\delta)=\delta+g\ln\frac{\delta}{D+\delta}$, so that the binding equation reads $F(\delta)=e$. For $0<x<y$, cross-multiplication reduces $\frac{x}{D+x}<\frac{y}{D+y}$ to $D(y-x)>0$. Both terms of $F$ therefore increase strictly.

```lean
/-- The level energy `δ + g ln (δ / (D + δ))` that belongs to a binding energy `δ` increases
strictly with `δ`. -/
theorem level_strictMono {g D x y : ℝ} (hg : 0 < g) (hD : 0 < D) (hx : 0 < x) (hxy : x < y) :
    x + g * Real.log (x / (D + x)) < y + g * Real.log (y / (D + y)) := by
  have hy : 0 < y := hx.trans hxy
  have hr : x / (D + x) < y / (D + y) := by
    rw [div_lt_iff₀ (by positivity), div_mul_eq_mul_div, lt_div_iff₀ (by positivity)]
    nlinarith [mul_pos hD (sub_pos.mpr hxy)]
  have hl := Real.log_lt_log (by positivity) hr
  linarith [mul_lt_mul_of_pos_left hl hg]
```

For existence, bracket $e$. At $\delta_{\rm lo}=D\exp(-(|e|+D)/g)\le D$ the logarithm is at most $-(|e|+D)/g$, so $F(\delta_{\rm lo})\le-|e|\le e$. At $\delta_{\rm hi}=D+|e|+g$ the ratio $r=\delta_{\rm hi}/(D+\delta_{\rm hi})$ is at least $\tfrac12$, and $\ln r\ge1-1/r\ge-1$ gives $F(\delta_{\rm hi})\ge D+|e|\ge e$. The intermediate value theorem supplies a solution, and monotonicity makes it unique. The argument holds for either sign of $e$, but the meaning of $\delta$ changes: for $e>0$ the lowest uncoupled state is the filled sea at energy zero, and the singlet lies $\delta-e$ below it, not $\delta$.

```lean
/-- For every level energy `e` the binding equation has exactly one positive solution. -/
theorem existsUnique_binding {g D : ℝ} (hg : 0 < g) (hD : 0 < D) (e : ℝ) :
    ∃! δ : ℝ, 0 < δ ∧ e - δ = g * Real.log (δ / (D + δ)) := by
  have he := abs_nonneg e
  -- a small binding energy, whose level lies below `e`
  obtain ⟨lo, hlo, hloD, hFlo⟩ : ∃ lo : ℝ, 0 < lo ∧ lo ≤ D ∧
      lo + g * Real.log (lo / (D + lo)) ≤ e := by
    have ht : 0 ≤ (|e| + D) / g := by positivity
    have hp : 0 < D * Real.exp (-((|e| + D) / g)) := by positivity
    have hle : D * Real.exp (-((|e| + D) / g)) ≤ D :=
      mul_le_of_le_one_right hD.le (Real.exp_le_one_iff.mpr (by linarith))
    refine ⟨_, hp, hle, ?_⟩
    have hr : D * Real.exp (-((|e| + D) / g)) / (D + D * Real.exp (-((|e| + D) / g)))
        ≤ Real.exp (-((|e| + D) / g)) := by
      rw [div_le_iff₀ (by positivity)]
      nlinarith [mul_pos hp (Real.exp_pos (-((|e| + D) / g)))]
    have hl := Real.log_le_log (by positivity) hr
    rw [Real.log_exp] at hl
    have hm := mul_le_mul_of_nonneg_left hl hg.le
    have hc : g * -((|e| + D) / g) = -(|e| + D) := by
      rw [mul_neg, mul_div_cancel₀ _ hg.ne']
    linarith [neg_abs_le e]
  -- a large binding energy, whose level lies above `e`
  obtain ⟨hi, hDhi, hFhi⟩ : ∃ hi : ℝ, D ≤ hi ∧ e ≤ hi + g * Real.log (hi / (D + hi)) := by
    refine ⟨D + |e| + g, by linarith, ?_⟩
    have hh : 0 < D + |e| + g := by positivity
    have hl := Real.one_sub_inv_le_log_of_pos
      (show 0 < (D + |e| + g) / (D + (D + |e| + g)) by positivity)
    have hi2 : ((D + |e| + g) / (D + (D + |e| + g)))⁻¹ ≤ 2 := by
      rw [inv_div, div_le_iff₀ hh]
      linarith
    have hm := mul_le_mul_of_nonneg_left
      (show -1 ≤ Real.log ((D + |e| + g) / (D + (D + |e| + g))) by linarith) hg.le
    linarith [le_abs_self e]
  have hpos : ∀ x ∈ Set.Icc lo hi, 0 < x := fun x hx => hlo.trans_le hx.1
  have h1 : ContinuousOn (fun x : ℝ => x / (D + x)) (Set.Icc lo hi) :=
    ContinuousOn.div (by fun_prop) (by fun_prop) (fun x hx => (add_pos hD (hpos x hx)).ne')
  have h2 := h1.log (fun x hx => (div_pos (hpos x hx) (add_pos hD (hpos x hx))).ne')
  have h3 : ContinuousOn (fun x : ℝ => x + g * Real.log (x / (D + x))) (Set.Icc lo hi) :=
    continuousOn_id.add (continuousOn_const.mul h2)
  obtain ⟨δ, hδ, hF⟩ := intermediate_value_Icc (hloD.trans hDhi) h3 ⟨hFlo, hFhi⟩
  have hF' : δ + g * Real.log (δ / (D + δ)) = e := hF
  refine ⟨δ, ⟨hpos δ hδ, by linarith⟩, ?_⟩
  rintro y ⟨hy, hye⟩
  rcases lt_trichotomy y δ with h | h | h
  · linarith [level_strictMono hg hD hy h]
  · exact h
  · linarith [level_strictMono hg hD (hpos δ hδ) h]
```

## The exponential scale

Set $X=\exp((e-\delta)/g)$. The binding equation becomes $\delta=X(D+\delta)$, hence $\delta>DX$. If $g\le D$, then also

$$D+\delta=D\left(1+\frac{\delta}{D}\right)<D\exp(\delta/D)\le D\exp(\delta/g),$$

and multiplying by $X$ gives $\delta<D\exp(e/g)$.

```lean
/-- If `g ≤ D`, a solution of the binding equation lies strictly between
`D exp ((e - δ) / g)` and `D exp (e / g)`. -/
theorem kondo_bounds {g D e δ : ℝ} (hg : 0 < g) (hgD : g ≤ D) (hδ : 0 < δ)
    (h : e - δ = g * Real.log (δ / (D + δ))) :
    D * Real.exp ((e - δ) / g) < δ ∧ δ < D * Real.exp (e / g) := by
  have hD : 0 < D := hg.trans_le hgD
  have hX : Real.exp ((e - δ) / g) = δ / (D + δ) := by
    rw [h, mul_div_cancel_left₀ _ hg.ne', Real.exp_log (by positivity)]
  have hXp := Real.exp_pos ((e - δ) / g)
  have hm : Real.exp ((e - δ) / g) * (D + δ) = δ := by
    rw [hX, div_mul_cancel₀ _ (by positivity)]
  refine ⟨by nlinarith [mul_pos hδ hXp], ?_⟩
  -- here the bandwidth condition enters: `1 + δ / D < exp (δ / D) ≤ exp (δ / g)`
  have h1 : δ / D + 1 < Real.exp (δ / g) :=
    (Real.add_one_lt_exp (by positivity)).trans_le
      (Real.exp_le_exp.mpr (div_le_div_of_nonneg_left hδ.le hg hgD))
  have h2 : D + δ < D * Real.exp (δ / g) := by
    have h3 := mul_lt_mul_of_pos_left h1 hD
    have h4 : D * (δ / D + 1) = D + δ := by field_simp; try ring
    linarith
  have h5 : Real.exp (e / g) = Real.exp ((e - δ) / g) * Real.exp (δ / g) := by
    rw [← Real.exp_add]
    congr 1
    ring
  rw [h5]
  nlinarith [mul_lt_mul_of_pos_left h2 hXp]
```

The main theorem combines these results for $N\ge1$, $\Gamma>0$ and $N\Gamma/\pi\le D$: exactly one $\delta>0$ makes $e-\delta$ a singlet energy, and it obeys the binding equation and both bounds. Uniqueness concerns energies below $e$. The case $N=1$ is included, but it has no second flavour and no Kondo effect: the equations then describe a spinless resonant level in the same one-hole truncation.

For $e<0$ the upper bound is $D\exp(-\pi|e|/(N\Gamma))$, the Kondo-like exponential. Here $\delta$ is a binding energy within the truncated space, not the Kondo temperature of the full Anderson model. When $|e|$ is much larger than $N\Gamma/\pi$, this $\delta$ is far below the bandwidth. Some impurity solvers in dynamical mean-field theory replace the bath by discrete levels, and these may then have to resolve such small energies.

```lean
/-- For `N ≥ 1`, `Γ > 0` and `N Γ / π ≤ D` there is exactly one `δ > 0` such that `e - δ` is a
singlet energy of the truncated flat-band equations in `IsSingletEnergy`; it solves the binding
equation and obeys the exponential bounds. -/
theorem varma_yafet_singlet {N : ℕ} {Γ D : ℝ} (hN : 0 < N) (hΓ : 0 < Γ)
    (hD : coupling N Γ ≤ D) (e : ℝ) :
    ∃ δ : ℝ, 0 < δ ∧ IsSingletEnergy (coupling N Γ) D e (e - δ) ∧
      (∀ δ' : ℝ, 0 < δ' → IsSingletEnergy (coupling N Γ) D e (e - δ') → δ' = δ) ∧
      e - δ = coupling N Γ * Real.log (δ / (D + δ)) ∧
      D * Real.exp ((e - δ) / coupling N Γ) < δ ∧
      δ < D * Real.exp (e / coupling N Γ) := by
  have hg : 0 < coupling N Γ :=
    div_pos (mul_pos (Nat.cast_pos.mpr hN) hΓ) Real.pi_pos
  have hD0 : 0 < D := hg.trans_le hD
  obtain ⟨δ, ⟨hδ, h⟩, huniq⟩ := existsUnique_binding hg hD0 e
  exact ⟨δ, hδ, (isSingletEnergy_iff hg hD0 hδ e).mpr h,
    fun y hy hs => huniq y ⟨hy, (isSingletEnergy_iff hg hD0 hy e).mp hs⟩,
    h, kondo_bounds hg hD hδ h⟩
```

## When the coupling exceeds the filled bandwidth

For $0<D<g$ the upper bound fails for some level $e<0$. Choose $0<\delta<\min(D,g-D)$ and set $e=F(\delta)$. Since $\ln r\le r-1$ and $g>D+\delta$,

$$e\le\delta-\frac{gD}{D+\delta}<\delta-D<0.$$

Moreover $\exp(\delta/g)\le g/(g-\delta)$, and $\delta(g-D-\delta)>0$ turns this into $D\exp(\delta/g)<D+\delta$. Multiplying by $\delta/(D+\delta)$ gives $D\exp(e/g)<\delta$.

```lean
/-- If `D < g`, some level `e < 0` has a binding energy above `D exp (e / g)`. -/
theorem kondo_bound_fails {g D : ℝ} (hD : 0 < D) (hDg : D < g) :
    ∃ e δ : ℝ, e < 0 ∧ 0 < δ ∧ e - δ = g * Real.log (δ / (D + δ)) ∧
      D * Real.exp (e / g) < δ := by
  have hg : 0 < g := hD.trans hDg
  obtain ⟨δ, hδ, hδm⟩ := exists_between (lt_min hD (sub_pos.mpr hDg))
  have h1 : δ < D := hδm.trans_le (min_le_left _ _)
  have h2 : δ < g - D := hδm.trans_le (min_le_right _ _)
  have hr : 0 < δ / (D + δ) := by positivity
  have hrm : δ / (D + δ) * (D + δ) = δ := div_mul_cancel₀ _ (by positivity)
  have hr1 : δ / (D + δ) < 1 := by
    rw [div_lt_one (by positivity)]
    linarith
  refine ⟨δ + g * Real.log (δ / (D + δ)), δ, ?_, hδ, by ring, ?_⟩
  · have hl := mul_le_mul_of_nonneg_left (Real.log_le_sub_one_of_pos hr) hg.le
    nlinarith [mul_pos (show 0 < g - (D + δ) by linarith) (sub_pos.mpr hr1)]
  · have hsplit : (δ + g * Real.log (δ / (D + δ))) / g
        = δ / g + Real.log (δ / (D + δ)) := by
      rw [add_div, mul_div_cancel_left₀ _ hg.ne']
    rw [hsplit, Real.exp_add, Real.exp_log hr]
    -- `exp (δ / g) ≤ g / (g - δ)`, written without division
    have hy : Real.exp (δ / g) * (g - δ) ≤ g := by
      have ha := mul_le_mul_of_nonneg_left (Real.add_one_le_exp (-(δ / g)))
        (Real.exp_pos (δ / g)).le
      rw [← Real.exp_add, add_neg_cancel, Real.exp_zero] at ha
      have hb := mul_le_mul_of_nonneg_left ha hg.le
      have hc : g * (δ / g) = δ := mul_div_cancel₀ _ hg.ne'
      have hd : g * (Real.exp (δ / g) * (-(δ / g) + 1)) = Real.exp (δ / g) * (g - δ) := by
        linear_combination -Real.exp (δ / g) * hc
      linarith
    have hlt : D * Real.exp (δ / g) < D + δ := by
      apply lt_of_mul_lt_mul_right _ (show 0 ≤ g - δ by linarith)
      nlinarith [mul_le_mul_of_nonneg_left hy hD.le,
        mul_pos hδ (show 0 < g - D - δ by linarith)]
    nlinarith [mul_lt_mul_of_pos_right hlt hr]

end

end VarmaYafetSinglet
```

```lean
#print axioms VarmaYafetSinglet.varma_yafet_singlet
#print axioms VarmaYafetSinglet.kondo_bound_fails
```

```
'VarmaYafetSinglet.varma_yafet_singlet' depends on axioms: [propext, Classical.choice, Quot.sound]
'VarmaYafetSinglet.kondo_bound_fails' depends on axioms: [propext, Classical.choice, Quot.sound]
```
